# Kotani's squared effective moment for t2g^1 is positive at positive ζ/T

Kotani's formula gives the squared effective magnetic moment, in units of the Bohr magneton squared, of a t2g^1 ion in a cubic ligand field. It assumes spin g-factor 2, no orbital reduction and no mixing with the e_g orbitals. The variable is x = ζ/T, where ζ is the one-electron spin–orbit coupling constant and T the thermal energy (Boltzmann's constant times temperature). The theorem `kotani_pos` states that the value of this formula, (8 + (3x − 8)e^(−3x/2)) / (x(2 + e^(−3x/2))), is positive for every real x > 0. The formula is taken as a definition and is not derived from a Hamiltonian. The proof's plan is to show that numerator and denominator are both positive, using for the numerator that e^(−3x/2) is less than 1 and that x·e^(−3x/2) is positive.

An attempt in Lean 4 with a fault in it:

```lean
import Mathlib

open Matrix Filter Topology
open scoped Kronecker

noncomputable section

namespace KotaniPos

/-- Kotani's squared effective moment for t2g^1 as a function of `x = ζ/T`, with `T` the thermal
energy, for `x ≠ 0`. -/
def kotani (x : ℝ) : ℝ :=
  (8 + (3 * x - 8) * Real.exp (-(3 * x / 2))) / (x * (2 + Real.exp (-(3 * x / 2))))

/-- Kotani's squared moment is positive for `x > 0`. -/
theorem kotani_pos {x : ℝ} (hx : 0 < x) : 0 < kotani x := by
  have h1 : Real.exp (-(3 * x / 2)) < 1 := Real.exp_lt_one (by linarith)
  have h0 := Real.exp_pos (-(3 * x / 2))
  have h2 := mul_pos hx h0
  exact div_pos (by nlinarith) (by positivity)

end KotaniPos
```

The error:

```
Main.lean:17:43: error(lean.unknownIdentifier): Unknown constant `Real.exp_lt_one`
```

Lean accepts the file once it reads:

```diff
@@ -15,5 +15,5 @@
 /-- Kotani's squared moment is positive for `x > 0`. -/
 theorem kotani_pos {x : ℝ} (hx : 0 < x) : 0 < kotani x := by
-  have h1 : Real.exp (-(3 * x / 2)) < 1 := Real.exp_lt_one (by linarith)
+  have h1 : Real.exp (-(3 * x / 2)) < 1 := Real.exp_lt_one_iff.mpr (by linarith)
   have h0 := Real.exp_pos (-(3 * x / 2))
   have h2 := mul_pos hx h0
```

What went wrong. The message says that Lean found no constant called `Real.exp_lt_one` in the environment. The proof calls on it for `h1`, the bound e^(−3x/2) < 1, so the failure is one of a missing name. The bound itself is true for x > 0.

The repair uses `Real.exp_lt_one_iff`, which states that the exponential of a real number is less than 1 exactly when that number is negative. Because this lemma is an equivalence, `.mpr` is needed to select the direction from the negative exponent to the bound. What remains to be shown is that −(3x/2) is negative, and the unchanged `by linarith` proves this from `hx`. The rest of the proof is unchanged.
